# Independent plane-wave labels need not give independent d-type forms

In augmented-wave methods, local orbitals can be labelled by plane waves: an orbital on an atom takes its angular coefficients from the expansion of a plane wave with wave vector K about that atom. For the d channel of an atom at the origin, the addition theorem for spherical harmonics reduces the angular part, for K ≠ 0, to the Legendre polynomial P₂(cos θ), with θ the angle between K and the position x. Multiplied by (2/3)|K|²|x|², a nonzero constant for each label times a radial factor, this is the quadratic form

D_K(x) = (K·x)² − |K|²|x|²/3.

A full d shell needs five independent orbitals, and so five suitable labels. Does linear independence of the labels as vectors decide the matter?

## Five labels that work and three that fail

It does not. The forms of (1,1,0), (1,0,1), (0,1,1), (1,0,0) and (0,1,0) are linearly independent, although five vectors in three-dimensional space never are. The three cubic axes are independent vectors, yet their forms are dependent.

Number the coordinates x₀, x₁, x₂, so that |x|² = x₀² + x₁² + x₂². Give the five forms, in the order above, real coefficients c₀, …, c₄. Expanding the squares gives the combination

F(x) = 2(c₀x₀x₁ + c₁x₀x₂ + c₂x₁x₂) + (c₀+c₁+c₃)x₀² + (c₀+c₂+c₄)x₁² + (c₁+c₂)x₂² − t|x|²,

t = (2c₀ + 2c₁ + 2c₂ + c₃ + c₄)/3.

Suppose that F vanishes everywhere. Changing the sign of one coordinate leaves the squares alone, so

F(1,1,0) − F(1,−1,0) = 4c₀ = 0,

F(1,0,1) − F(1,0,−1) = 4c₁ = 0,

F(0,1,1) − F(0,1,−1) = 4c₂ = 0.

On two of the axes there remains

F(1,0,0) = (2c₃ − c₄)/3 = 0,

F(0,1,0) = (2c₄ − c₃)/3 = 0,

and hence c₃ = c₄ = 0.

## The span is the traceless quadratic forms

F is the quadratic form x·Ax of the symmetric matrix with off-diagonal entries A₀₁ = c₀, A₀₂ = c₁, A₁₂ = c₂ and diagonal entries c₀+c₁+c₃−t, c₀+c₂+c₄−t, c₁+c₂−t. Its trace is 3t − 3t = 0.

Conversely, let A be any traceless matrix, symmetric or not. Only the symmetric part enters x·Ax, so set

p = (A₀₁+A₁₀)/2, q = (A₀₂+A₂₀)/2, r = (A₁₂+A₂₁)/2.

The mixed terms require c₀ = p, c₁ = q, c₂ = r. The coefficient of x₂² requires t = q + r − A₂₂, and the other two squares then give

c₃ = A₀₀ − A₂₂ − p + r,

c₄ = A₁₁ − A₂₂ − p + q.

Inserting these values in the definition of t gives q + r − A₂₂ + (tr A)/3, which is the required value because tr A = 0.

For an arbitrary label K, the matrix with entries KᵢKⱼ − δᵢⱼ|K|²/3 is traceless and has D_K as its quadratic form. Every D_K is therefore a combination of the five.

## Three orthonormal labels always fail

Let the rows M₀, M₁, M₂ of a matrix M be orthonormal labels, so that M Mᵀ = 1. A one-sided inverse of a square matrix is two-sided, so Mᵀ M = 1 as well, which is the closure relation

∑ᵢ Mᵢⱼ Mᵢₖ = δⱼₖ.

It gives ∑ᵢ (Mᵢ·x)² = |x|². The subtracted terms also add up to |x|², since each of the three labels has unit length. Hence

D_{M₀} + D_{M₁} + D_{M₂} = 0.

Two orthonormal labels always have independent forms: a rotation takes them to (1,0,0) and (0,1,0), which belong to the five above, and rotating labels and positions together does not affect independence.

## Forms and labels in Lean

```lean
import Mathlib

open Matrix

namespace PlaneWaveLocalOrbitals

noncomputable section

/-- The d-type form of a plane-wave label `K`: the function
`x ↦ (K·x)² - |K|²|x|²/3` on three-dimensional space. -/
def dForm (K x : Fin 3 → ℝ) : ℝ :=
  (K ⬝ᵥ x) ^ 2 - (K ⬝ᵥ K) * (x ⬝ᵥ x) / 3
```

A vector is a function `Fin 3 → ℝ`, that is, three Cartesian coordinates numbered from 0, and `⬝ᵥ` is the dot product. `dForm K` is a function on all of space, and linear independence below is that of such functions with real coefficients.

The radial function, the phase factor of an atom away from the origin and the matching conditions at the sphere boundary are absent from the model. If all the orbitals share one radial factor that is nonzero at some positive radius, the independence of the forms carries over to them, because a homogeneous form that vanishes on one sphere vanishes everywhere; this remark is an informal supplement to the theorems.

```lean
/-- Five plane-wave labels: three face diagonals and two cubic axes. -/
def fiveLabels : Fin 5 → Fin 3 → ℝ :=
  ![![1, 1, 0], ![1, 0, 1], ![0, 1, 1], ![1, 0, 0], ![0, 1, 0]]

/-- The three cubic axes, as the rows of a matrix. -/
def cubicAxes : Matrix (Fin 3) (Fin 3) ℝ :=
  !![1, 0, 0; 0, 1, 0; 0, 0, 1]
```

The labels are dimensionless. They can be read as reciprocal-lattice vectors of a simple cubic crystal in units of 2π/a, with a the lattice constant, at zero Bloch vector. `cubicAxes` is a matrix, and `cubicAxes i` is its i-th row.

## Expansion in monomials

```lean
/-- A combination of the five d-type forms, expanded in monomials of the coordinates. -/
theorem combination_apply (c : Fin 5 → ℝ) (x : Fin 3 → ℝ) :
    (∑ i, c i • dForm (fiveLabels i)) x =
      2 * (c 0 * x 0 * x 1 + c 1 * x 0 * x 2 + c 2 * x 1 * x 2)
      + (c 0 + c 1 + c 3) * x 0 ^ 2 + (c 0 + c 2 + c 4) * x 1 ^ 2 + (c 1 + c 2) * x 2 ^ 2
      - (2 * c 0 + 2 * c 1 + 2 * c 2 + c 3 + c 4) / 3 * (x 0 ^ 2 + x 1 ^ 2 + x 2 ^ 2) := by
  simp [Fin.sum_univ_five, fiveLabels, dForm, dotProduct, Fin.sum_univ_three]
  ring
```

This is the formula for F, with `c i` for cᵢ. `simp` unfolds the sums and dot products, and `ring` compares the polynomials.

```lean
/-- The quadratic form of a 3 by 3 matrix, expanded in monomials of the coordinates. -/
theorem quadratic_apply (A : Matrix (Fin 3) (Fin 3) ℝ) (x : Fin 3 → ℝ) :
    x ⬝ᵥ A *ᵥ x =
      A 0 0 * x 0 ^ 2 + A 1 1 * x 1 ^ 2 + A 2 2 * x 2 ^ 2
      + (A 0 1 + A 1 0) * (x 0 * x 1) + (A 0 2 + A 2 0) * (x 0 * x 2)
      + (A 1 2 + A 2 1) * (x 1 * x 2) := by
  simp only [dotProduct, Matrix.mulVec, Fin.sum_univ_three]
  ring
```

The same expansion for x·Ax shows that the off-diagonal entries enter only through the sums `A 0 1 + A 1 0` and their like.

## Independence of the five forms

```lean
/-- The d-type forms of the five labels are linearly independent. -/
theorem five_dForms_independent :
    LinearIndependent ℝ (fun i => dForm (fiveLabels i)) := by
  rw [Fintype.linearIndependent_iff]
  intro g hg
  have key : ∀ a b c : ℝ,
      2 * (g 0 * a * b + g 1 * a * c + g 2 * b * c)
      + (g 0 + g 1 + g 3) * a ^ 2 + (g 0 + g 2 + g 4) * b ^ 2 + (g 1 + g 2) * c ^ 2
      - (2 * g 0 + 2 * g 1 + 2 * g 2 + g 3 + g 4) / 3 * (a ^ 2 + b ^ 2 + c ^ 2) = 0 := by
    intro a b c
    have h := combination_apply g ![a, b, c]
    rw [hg] at h
    exact h.symm
  -- flipping the sign of one coordinate isolates each mixed coefficient
  have e0 : g 0 = 0 := by linarith [key 1 1 0, key 1 (-1) 0]
  have e1 : g 1 = 0 := by linarith [key 1 0 1, key 1 0 (-1)]
  have e2 : g 2 = 0 := by linarith [key 0 1 1, key 0 1 (-1)]
  -- the values on two axes fix the remaining coefficients
  have e3 : g 3 = 0 := by linarith [key 1 0 0, key 0 1 0]
  have e4 : g 4 = 0 := by linarith [key 1 0 0, key 0 1 0]
  intro i
  fin_cases i
  exacts [e0, e1, e2, e3, e4]
```

The criterion `Fintype.linearIndependent_iff` turns the claim into the one proved by hand: if a combination is the zero function, each coefficient is zero. The statement `key` says that F vanishes at every point (a, b, c). Each of `e0`, `e1`, `e2` uses a pair of points that differ by one sign, and `e3` and `e4` use the two axes; `linarith` solves the resulting linear equations.

## Completeness among traceless forms

```lean
/-- The combinations of the five d-type forms are exactly the quadratic forms
`x·Ax` with a traceless matrix `A`. -/
theorem mem_span_iff_traceless (f : (Fin 3 → ℝ) → ℝ) :
    f ∈ Submodule.span ℝ (Set.range fun i => dForm (fiveLabels i)) ↔
      ∃ A : Matrix (Fin 3) (Fin 3) ℝ, A.trace = 0 ∧ f = fun x => x ⬝ᵥ A *ᵥ x := by
  rw [Submodule.mem_span_range_iff_exists_fun]
  constructor
  · rintro ⟨c, rfl⟩
    -- t is the spherical part removed from the diagonal
    obtain ⟨t, ht⟩ : ∃ t, t = (2 * c 0 + 2 * c 1 + 2 * c 2 + c 3 + c 4) / 3 := ⟨_, rfl⟩
    refine ⟨!![c 0 + c 1 + c 3 - t, c 0, c 1; c 0, c 0 + c 2 + c 4 - t, c 2;
      c 1, c 2, c 1 + c 2 - t], ?_, ?_⟩
    · rw [Matrix.trace_fin_three]
      change (c 0 + c 1 + c 3 - t) + (c 0 + c 2 + c 4 - t) + (c 1 + c 2 - t) = 0
      rw [ht]
      ring
    · funext x
      rw [combination_apply, quadratic_apply, ← ht]
      change _ = (c 0 + c 1 + c 3 - t) * x 0 ^ 2 + (c 0 + c 2 + c 4 - t) * x 1 ^ 2
        + (c 1 + c 2 - t) * x 2 ^ 2 + (c 0 + c 0) * (x 0 * x 1)
        + (c 1 + c 1) * (x 0 * x 2) + (c 2 + c 2) * (x 1 * x 2)
      ring
  · rintro ⟨A, hA, rfl⟩
    rw [Matrix.trace_fin_three] at hA
    -- the face diagonals carry the mixed terms, the axes correct the diagonal
    obtain ⟨p, hp⟩ : ∃ p, p = (A 0 1 + A 1 0) / 2 := ⟨_, rfl⟩
    obtain ⟨q, hq⟩ : ∃ q, q = (A 0 2 + A 2 0) / 2 := ⟨_, rfl⟩
    obtain ⟨r, hr⟩ : ∃ r, r = (A 1 2 + A 2 1) / 2 := ⟨_, rfl⟩
    refine ⟨![p, q, r, A 0 0 - A 2 2 - p + r, A 1 1 - A 2 2 - p + q], ?_⟩
    funext x
    rw [combination_apply, quadratic_apply]
    change 2 * (p * x 0 * x 1 + q * x 0 * x 2 + r * x 1 * x 2)
      + (p + q + (A 0 0 - A 2 2 - p + r)) * x 0 ^ 2
      + (p + r + (A 1 1 - A 2 2 - p + q)) * x 1 ^ 2 + (q + r) * x 2 ^ 2
      - (2 * p + 2 * q + 2 * r + (A 0 0 - A 2 2 - p + r) + (A 1 1 - A 2 2 - p + q)) / 3
        * (x 0 ^ 2 + x 1 ^ 2 + x 2 ^ 2) = _
    rw [hp, hq, hr]
    linear_combination (-(x 0 ^ 2 + x 1 ^ 2 + x 2 ^ 2) / 3) * hA
```

The statement is an equivalence: a function f lies in the span of the five forms exactly when f(x) = x·Ax for some matrix A of trace zero. No symmetry of A is assumed.

The first half supplies the matrix written down above, with `t` for the spherical part. The second half supplies the coefficients in terms of `p`, `q` and `r`. The final `linear_combination` uses the trace condition `hA` multiplied by −|x|²/3, which removes the (tr A)/3 left over in t.

```lean
/-- The d-type form of every label `K` is a combination of the five. -/
theorem dForm_mem_span (K : Fin 3 → ℝ) :
    dForm K ∈ Submodule.span ℝ (Set.range fun i => dForm (fiveLabels i)) := by
  rw [mem_span_iff_traceless]
  refine ⟨Matrix.of fun i j => K i * K j - if i = j then (K ⬝ᵥ K) / 3 else 0, ?_, ?_⟩
  · simp [Matrix.trace_fin_three, dotProduct, Fin.sum_univ_three]
    ring
  · funext x
    rw [quadratic_apply]
    simp [dForm, dotProduct, Fin.sum_univ_three]
    ring
```

The matrix given here is KᵢKⱼ − δᵢⱼ|K|²/3. The label K is arbitrary; for K = 0 the form is zero.

## The closure relation and the dependence

```lean
/-- For three orthonormal labels, the rows of `M`, the d-type forms add up to zero. -/
theorem orthonormal_sum_eq_zero (M : Matrix (Fin 3) (Fin 3) ℝ) (hM : M * Mᵀ = 1) :
    ∑ i, dForm (M i) = 0 := by
  -- orthonormal rows give the closure relation for the columns
  have h : Mᵀ * M = 1 := mul_eq_one_comm.mp hM
  have g : ∀ j k, M 0 j * M 0 k + M 1 j * M 1 k + M 2 j * M 2 k
      = (1 : Matrix (Fin 3) (Fin 3) ℝ) j k := by
    intro j k
    rw [← h, Matrix.mul_apply, Fin.sum_univ_three]
    rfl
  have g00 := (g 0 0).trans (Matrix.one_apply_eq 0)
  have g11 := (g 1 1).trans (Matrix.one_apply_eq 1)
  have g22 := (g 2 2).trans (Matrix.one_apply_eq 2)
  have g01 := (g 0 1).trans (Matrix.one_apply_ne (by decide))
  have g02 := (g 0 2).trans (Matrix.one_apply_ne (by decide))
  have g12 := (g 1 2).trans (Matrix.one_apply_ne (by decide))
  funext x
  simp only [Finset.sum_apply, Fin.sum_univ_three, dForm, dotProduct, Pi.zero_apply]
  linear_combination x 0 ^ 2 * g00 + x 1 ^ 2 * g11 + x 2 ^ 2 * g22
    + 2 * x 0 * x 1 * g01 + 2 * x 0 * x 2 * g02 + 2 * x 1 * x 2 * g12
    - (x 0 ^ 2 + x 1 ^ 2 + x 2 ^ 2) / 3 * (g00 + g11 + g22)
```

The hypothesis `M * Mᵀ = 1` says that the rows are orthonormal, and `mul_eq_one_comm` turns it into the relation for the columns. The facts `g00` to `g12` are its six different entries. The last step adds them with the monomials of x as weights, which evaluates ∑ᵢ (Mᵢ·x)², and subtracts the diagonal ones with weight |x|²/3, which accounts for the lengths of the labels.

```lean
/-- The d-type forms of three orthonormal labels are linearly dependent. -/
theorem orthonormal_dForms_dependent (M : Matrix (Fin 3) (Fin 3) ℝ) (hM : M * Mᵀ = 1) :
    ¬ LinearIndependent ℝ (fun i => dForm (M i)) := by
  intro h
  have h1 := Fintype.linearIndependent_iff.mp h (fun _ => 1)
    (by simpa only [one_smul] using orthonormal_sum_eq_zero M hM) 0
  exact one_ne_zero h1
```

If the forms were independent, the vanishing sum would force its coefficients, all equal to 1, to be zero.

## Vectors and forms compared

```lean
/-- The d-type forms of the five labels are linearly independent, while those of the three
cubic axes are linearly dependent although the axes are linearly independent vectors. -/
theorem independence_of_labels_does_not_decide :
    LinearIndependent ℝ (fun i => dForm (fiveLabels i)) ∧
    LinearIndependent ℝ (fun i => (cubicAxes i : Fin 3 → ℝ)) ∧
    ¬ LinearIndependent ℝ (fun i => dForm (cubicAxes i)) := by
  refine ⟨five_dForms_independent, ?_, orthonormal_dForms_dependent cubicAxes ?_⟩
  · rw [Fintype.linearIndependent_iff]
    intro g hg i
    -- the i-th component of the combination is its i-th coefficient
    have h := congrFun hg i
    fin_cases i <;> simpa [Fin.sum_univ_three, cubicAxes] using h
  · ext i j
    fin_cases i <;> fin_cases j <;>
      simp [cubicAxes, Matrix.mul_apply, Fin.sum_univ_three]

end

end PlaneWaveLocalOrbitals
```

The three parts of the conjunction are the independence of the five forms, the independence of the axes as vectors, and the dependence of the forms of the axes. For the second part, the i-th component of a combination of the axes is its i-th coefficient. The third part applies the theorem on orthonormal labels, after an entry-by-entry check that `cubicAxes` satisfies its hypothesis.

For the choice of local-orbital labels in an electronic-structure calculation, in this model of one atom at the origin with a common radial function, linear independence of the vectors K does not decide whether the d orbitals are independent; linear independence of the forms D_K does.

```lean
#print axioms PlaneWaveLocalOrbitals.dForm_mem_span
-- 'PlaneWaveLocalOrbitals.dForm_mem_span' depends on axioms: [propext, Classical.choice, Quot.sound]
#print axioms PlaneWaveLocalOrbitals.independence_of_labels_does_not_decide
-- 'PlaneWaveLocalOrbitals.independence_of_labels_does_not_decide' depends on axioms: [propext, Classical.choice, Quot.sound]
```
